# With nonpositive couplings and a connected determinant graph, some added determinant lowers the energy of any incomplete selected CI

## Can growing the space one determinant at a time get stuck?

Let H be a real symmetric Hamiltonian matrix in an orthonormal basis of determinants, and S the nonempty set selected so far. I diagonalise H on S and take the lowest energy E and an eigenvector c for it, with c_i = 0 outside S. Then I add one determinant a and diagonalise again.

Suppose no single addition lowers the energy. Have I reached the full-space ground state, or can the procedure stall above it? Does the sign structure of H matter?

## Nonpositive couplings leave a way down

It can stall in general, but not if every off-diagonal element of H is nonpositive and the coupling graph is connected. This graph joins distinct determinants i and j when H_ij ≠ 0. A matrix that meets the sign condition is said to have no sign problem in this basis; the condition implies that some ground state has no negative coefficients. Connectivity means that H does not split into uncoupled blocks of determinants.

Write (Hc)_i = Σ_j H_ij c_j and x·y = Σ_i x_i y_i. The eigenvalue equation is (Hc)_i = E c_i for i in S. For a outside S, (Hc)_a is the total coupling of a to c.

**Some outside determinant couples.** Let S leave out at least one determinant, and let c be nonzero with all c_i ≥ 0. Its support, where c_i > 0, is nonempty and misses everything outside S. By connectivity, a link joins some i in the support to some a not in it. Since c_a = 0 and all other terms are nonpositive,

(Hc)_a = Σ_{j≠a} H_aj c_j ≤ H_ai c_i < 0.

If a were in S, the eigenvalue equation would give (Hc)_a = E c_a = 0. So a lies outside S.

The link must leave the support of c, not merely S. A link leaving S may start at a determinant with zero coefficient and contribute nothing, which is easily overlooked.

**A vector that attains a lower bound is stationary.** Suppose x·Hx ≥ μ x·x for all x on a set T, with equality at x = c. For i in T, insert x = c + t e_i, where e_i is the unit vector of determinant i:

0 ≤ t²(H_ii − μ) + 2t[(Hc)_i − μ c_i] for all real t.

The discriminant forces the bracket to vanish.

**A lowest energy exists.** On the compact set of unit vectors on T, x·Hx has a minimum μ. Scaling gives x·Hx ≥ μ x·x on T, so the minimiser is an eigenvector. Any other eigenpair (λ, d) obeys λ d·d = d·Hd ≥ μ d·d, hence λ ≥ μ.

**The energy drops.** Let E' be the lowest energy on T = S ∪ {a}. If E' ≥ E, then x·Hx ≥ E x·x on T, with equality at c. Stationarity gives (Hc)_a = E c_a = 0, a contradiction. So E' < E.

**Ground states need no assumption on c.** If E is the lowest energy on S, replace c by |c|, taken entrywise. The norm and diagonal terms are unchanged, and H_ij|c_i||c_j| ≤ H_ij c_i c_j for i ≠ j. Thus |c| also attains the minimum, is an eigenvector, and the argument applies to it.

**Mixed signs can stall.** Number four determinants 0 to 3 and take

H = [0, −1, 1, 1; −1, 0, −1, −1; 1, −1, 0, −3; 1, −1, −3, 0].

On {0, 1}, c = (1, 1, 0, 0)/√2 has energy −1, and its couplings to 2 and 3 cancel. Moreover,

x·Hx = (x_0 − x_1 + x_2 + x_3)² − 8x_2x_3 − x·x.

With only one of 2 and 3 present, x_2x_3 = 0 and the energy cannot fall below −1. With both, (0, 0, 1, 1)/√2 has energy −3. Symmetry and connectivity alone therefore do not suffice.

Write g = (Hc)_a. Some selected-CI methods rank a candidate a by a perturbative estimate that contains g; others test only the separate terms H_ai c_i. For normalised c, diagonalising in the two-dimensional space of c and a gives

E_2 = (E + H_aa)/2 − √[((E − H_aa)/2)² + g²],

which is below E whenever g ≠ 0 and is an upper bound to E'. A program may still discard a if the quantity it tests falls below its selection threshold.

## What the Lean statements say

The finite type `n` labels the determinants, and `S : Finset n` is the selection. `InSpace` says that a vector vanishes outside S. `IsCIState` adds that it is nonzero and satisfies the eigenvalue equation on S; it need not be normalised or lowest in energy. `IsLowestEnergy` means the least such eigenvalue.

`exists_energy_lowering_determinant` is the result for nonnegative c, and `selectedCI_cannot_stall` the one for lowest energies. In the first, E need not be the lowest energy on S; if it is not, E' < E does not by itself show that the lowest energy has dropped. The second does show this. The condition `S ≠ Finset.univ` makes S proper; the existence of a state makes it nonempty.

H is an arbitrary finite matrix, not one built from molecular integrals. Whether a given electronic Hamiltonian meets the sign condition has to be established separately, and many do not.

## From the variation to the Lean proof

- `stationary` is the one-determinant variation; `key` is the quadratic inequality and `discrim_le_zero` finishes it.
- `exists_lowestEnergy` carries out the compactness and scaling argument.
- `coupling_lowers_energy` assumes that the energy does not drop and applies `stationary` to `insert a S`. It needs no sign condition.
- `exists_coupled_determinant` finds the link with `exists_boundary_dart`, and `Finset.sum_lt_sum` makes the coupling negative.
- `selectedCI_cannot_stall` proves the absolute-value inequality as `habs`.
- `mixedSign_stalls` uses the completed square, `hq`, and the unnormalised trial vector `![0, 0, 1, 1]`.

```lean
import Mathlib

open Matrix

namespace SelectedCI

variable {n : Type*} [Fintype n] [DecidableEq n]

/-- The coupling graph: distinct determinants are joined when `H` has a nonzero matrix element
between them. -/
def couplingGraph (H : Matrix n n ℝ) : SimpleGraph n :=
  SimpleGraph.fromRel (fun i j => H i j ≠ 0)

/-- The CI vector `x` uses only determinants of `S`. -/
def InSpace (S : Finset n) (x : n → ℝ) : Prop := ∀ i, i ∉ S → x i = 0

/-- `c` is a nonzero eigenvector, with energy `E`, of the block of `H` on the determinants `S`. -/
def IsCIState (H : Matrix n n ℝ) (S : Finset n) (E : ℝ) (c : n → ℝ) : Prop :=
  c ≠ 0 ∧ InSpace S c ∧ ∀ i ∈ S, (H *ᵥ c) i = E * c i

/-- `E` is the smallest eigenvalue of the block of `H` on the determinants `S`. -/
def IsLowestEnergy (H : Matrix n n ℝ) (S : Finset n) (E : ℝ) : Prop :=
  IsLeast {e | ∃ c, IsCIState H S e c} E

omit [DecidableEq n] in
/-- A nonzero real CI vector has positive squared norm. -/
theorem norm_sq_pos {x : n → ℝ} (hx : x ≠ 0) : 0 < x ⬝ᵥ x :=
  lt_of_le_of_ne (Finset.sum_nonneg fun i _ => mul_self_nonneg (x i))
    (Ne.symm (mt dotProduct_self_eq_zero.mp hx))

omit [DecidableEq n] in
/-- For a CI state `c`, not necessarily normalised, the energy form `c ⬝ᵥ H *ᵥ c` is the eigenvalue
times the squared norm. -/
theorem IsCIState.energy {H : Matrix n n ℝ} {S : Finset n} {E : ℝ} {c : n → ℝ}
    (hc : IsCIState H S E c) : c ⬝ᵥ H *ᵥ c = E * (c ⬝ᵥ c) := by
  simp only [dotProduct, Finset.mul_sum]
  refine Finset.sum_congr rfl fun i _ => ?_
  by_cases hi : i ∈ S
  · rw [hc.2.2 i hi]; ring
  · rw [hc.2.1 i hi]; ring

/-- Let `H` be symmetric, with `E * (x ⬝ᵥ x) ≤ x ⬝ᵥ H *ᵥ x` for all `x` in the space of `S`. A
vector in that space that attains equality satisfies the eigenvalue equation with energy `E` on `S`.
-/
theorem stationary {H : Matrix n n ℝ} (hH : H.IsSymm) {S : Finset n} {E : ℝ} {c : n → ℝ}
    (hc : InSpace S c) (hmin : ∀ x, InSpace S x → E * (x ⬝ᵥ x) ≤ x ⬝ᵥ H *ᵥ x)
    (heq : c ⬝ᵥ H *ᵥ c = E * (c ⬝ᵥ c)) : ∀ i ∈ S, (H *ᵥ c) i = E * c i := by
  intro i hi
  obtain ⟨e, he⟩ : ∃ e : n → ℝ, e = Pi.single i 1 := ⟨_, rfl⟩
  have h1 : e ⬝ᵥ H *ᵥ c = (H *ᵥ c) i := by simp [he]
  have h2 : c ⬝ᵥ H *ᵥ e = (H *ᵥ c) i := by
    rw [Matrix.dotProduct_mulVec, ← Matrix.mulVec_transpose, hH.eq, dotProduct_comm, h1]
  have h3 : e ⬝ᵥ c = c i := by simp [he]
  have h4 : c ⬝ᵥ e = c i := by rw [dotProduct_comm, h3]
  -- mixing in determinant `i` with amplitude `t` cannot lower the energy
  have key : ∀ t : ℝ, 0 ≤ (e ⬝ᵥ H *ᵥ e - E * (e ⬝ᵥ e)) * (t * t)
      + (2 * ((H *ᵥ c) i - E * c i)) * t + 0 := by
    intro t
    have h := hmin (c + t • e) (by
      intro j hj
      have hji : j ≠ i := fun h => hj (h ▸ hi)
      simp [he, hc j hj, hji])
    simp only [Matrix.mulVec_add, Matrix.mulVec_smul, add_dotProduct, dotProduct_add,
      smul_dotProduct, dotProduct_smul, smul_eq_mul, h1, h2, h3, h4, heq] at h
    linarith
  have hd := discrim_le_zero key
  unfold discrim at hd
  have h0 : (H *ᵥ c) i - E * c i = 0 := by
    apply pow_eq_zero_iff (two_ne_zero) |>.mp
    nlinarith [sq_nonneg ((H *ᵥ c) i - E * c i)]
  linarith

/-- For symmetric `H` and nonempty `S` a lowest energy `E` exists, and `x ⬝ᵥ H *ᵥ x` is at least
`E * (x ⬝ᵥ x)` for every vector `x` in the space of `S`. -/
theorem exists_lowestEnergy {H : Matrix n n ℝ} (hH : H.IsSymm) {S : Finset n}
    (hS : S.Nonempty) : ∃ E, IsLowestEnergy H S E ∧
      ∀ x, InSpace S x → E * (x ⬝ᵥ x) ≤ x ⬝ᵥ H *ᵥ x := by
  have hclosed : IsClosed {x : n → ℝ | InSpace S x ∧ x ⬝ᵥ x = 1} := by
    simp only [InSpace, Set.ofPred_and, Set.ofPred_forall]
    exact (isClosed_iInter fun i => isClosed_iInter fun _ =>
      isClosed_eq (continuous_apply i) continuous_const).inter
      (isClosed_eq (by simp only [dotProduct]; fun_prop) continuous_const)
  have hK : IsCompact {x : n → ℝ | InSpace S x ∧ x ⬝ᵥ x = 1} := by
    refine IsCompact.of_isClosed_subset
      (isCompact_univ_pi fun _ : n => isCompact_Icc (a := (-1 : ℝ)) (b := 1)) hclosed ?_
    intro x hx i _
    have h : x i * x i ≤ x ⬝ᵥ x :=
      Finset.single_le_sum (f := fun j => x j * x j)
        (fun j _ => mul_self_nonneg (x j)) (Finset.mem_univ i)
    rw [hx.2] at h
    constructor <;> nlinarith
  obtain ⟨k, hk⟩ := hS
  have hne : {x : n → ℝ | InSpace S x ∧ x ⬝ᵥ x = 1}.Nonempty := by
    refine ⟨Pi.single k 1, fun j hj => ?_, by simp⟩
    have hjk : j ≠ k := fun h => hj (h ▸ hk)
    simp [hjk]
  obtain ⟨c, hc, hmin⟩ := hK.exists_isMinOn hne
    (f := fun x : n → ℝ => x ⬝ᵥ H *ᵥ x)
    (by simp only [dotProduct, Matrix.mulVec]; fun_prop)
  -- normalising a trial vector extends the bound to the whole space
  have hb : ∀ x, InSpace S x → (c ⬝ᵥ H *ᵥ c) * (x ⬝ᵥ x) ≤ x ⬝ᵥ H *ᵥ x := by
    intro x hx
    by_cases h0 : x = 0
    · simp [h0]
    have hN := norm_sq_pos h0
    have hsq := Real.mul_self_sqrt hN.le
    have h1 := inv_mul_cancel₀ (Real.sqrt_pos.mpr hN).ne'
    obtain ⟨s, hs⟩ : ∃ s, s = (√(x ⬝ᵥ x))⁻¹ := ⟨_, rfl⟩
    rw [← hs] at h1
    have h2 : s * s * (x ⬝ᵥ x) = 1 := by
      linear_combination (s * √(x ⬝ᵥ x) + 1) * h1 - s * s * hsq
    have h3 : c ⬝ᵥ H *ᵥ c ≤ (s • x) ⬝ᵥ H *ᵥ (s • x) := hmin (by
      refine ⟨fun j hj => by simp [hx j hj], ?_⟩
      simp only [smul_dotProduct, dotProduct_smul, smul_eq_mul]
      linarith)
    simp only [Matrix.mulVec_smul, smul_dotProduct, dotProduct_smul, smul_eq_mul] at h3
    calc _ ≤ (s * (s * (x ⬝ᵥ H *ᵥ x))) * (x ⬝ᵥ x) := mul_le_mul_of_nonneg_right h3 hN.le
      _ = x ⬝ᵥ H *ᵥ x := by linear_combination (x ⬝ᵥ H *ᵥ x) * h2
  refine ⟨c ⬝ᵥ H *ᵥ c, ⟨⟨c, ?_, hc.1, stationary hH hc.1 hb (by rw [hc.2, mul_one])⟩, ?_⟩, hb⟩
  · intro h
    have h1 := hc.2
    simp [h] at h1
  · rintro e ⟨d, hd⟩
    have h := hb d hd.2.1
    rw [hd.energy] at h
    exact le_of_mul_le_mul_right h (norm_sq_pos hd.1)

/-- For symmetric `H`, adding an outside determinant with nonzero coupling to a CI state of
energy `E` gives a lowest energy strictly below `E`. -/
theorem coupling_lowers_energy {H : Matrix n n ℝ} (hH : H.IsSymm) {S : Finset n} {E : ℝ}
    {c : n → ℝ} (hc : IsCIState H S E c) {a : n} (ha : a ∉ S) (hca : (H *ᵥ c) a ≠ 0) :
    ∃ E' < E, IsLowestEnergy H (insert a S) E' := by
  obtain ⟨E', hE', hb⟩ := exists_lowestEnergy hH (Finset.insert_nonempty a S)
  refine ⟨E', ?_, hE'⟩
  by_contra hlt
  -- otherwise `c` would be stationary in the enlarged space
  have h := stationary hH (S := insert a S) (E := E) (c := c)
    (fun i hi => hc.2.1 i fun h => hi (Finset.mem_insert_of_mem h))
    (fun x hx => (mul_le_mul_of_nonneg_right (not_lt.mp hlt)
      (Finset.sum_nonneg fun i _ => mul_self_nonneg (x i))).trans (hb x hx))
    hc.energy a (Finset.mem_insert_self a S)
  exact hca (by rw [h, hc.2.1 a ha, mul_zero])

/-- If `H` is symmetric with nonpositive off-diagonal entries and connected coupling graph, every
entrywise nonnegative CI state on a proper subset `S` has negative coupling to some determinant
outside `S`. -/
theorem exists_coupled_determinant {H : Matrix n n ℝ} (hH : H.IsSymm)
    (hoff : ∀ i j, i ≠ j → H i j ≤ 0) (hconn : (couplingGraph H).Connected) {S : Finset n}
    (hS : S ≠ Finset.univ) {E : ℝ} {c : n → ℝ} (hc : IsCIState H S E c)
    (hpos : ∀ i, 0 ≤ c i) : ∃ a, a ∉ S ∧ (H *ᵥ c) a < 0 := by
  obtain ⟨u, hu⟩ := Function.ne_iff.mp hc.1
  obtain ⟨v, hv⟩ : ∃ v, v ∉ S := by
    by_contra h
    exact hS (Finset.eq_univ_iff_forall.mpr fun i => by_contra fun hi => h ⟨i, hi⟩)
  -- a path from the support of `c` to the outside must leave the support somewhere
  obtain ⟨p⟩ := hconn.preconnected u v
  obtain ⟨d, -, hi, ha⟩ := p.exists_boundary_dart {i | c i ≠ 0} hu
    (fun h => h (hc.2.1 v hv))
  have hadj : d.fst ≠ d.snd ∧ (H d.fst d.snd ≠ 0 ∨ H d.snd d.fst ≠ 0) :=
    (SimpleGraph.fromRel_adj (fun i j => H i j ≠ 0) _ _).mp d.adj
  have hi' : c d.fst ≠ 0 := hi
  have ha' : c d.snd = 0 := by_contra fun h => ha h
  have hne : H d.snd d.fst ≠ 0 := by
    rcases hadj.2 with h | h
    · rwa [hH.apply d.fst d.snd]
    · exact h
  have hneg : (H *ᵥ c) d.snd < 0 := by
    calc (H *ᵥ c) d.snd = ∑ j, H d.snd j * c j := rfl
      _ < ∑ _j : n, (0 : ℝ) := by
        refine Finset.sum_lt_sum (fun j _ => ?_) ⟨d.fst, Finset.mem_univ _, ?_⟩
        · by_cases hj : d.snd = j
          · rw [← hj, ha', mul_zero]
          · nlinarith [mul_nonneg (neg_nonneg.mpr (hoff _ j hj)) (hpos j)]
        · exact mul_neg_of_neg_of_pos (lt_of_le_of_ne (hoff _ _ hadj.1.symm) hne)
            (lt_of_le_of_ne (hpos _) hi'.symm)
      _ = 0 := by simp
  refine ⟨d.snd, fun hmem => ?_, hneg⟩
  rw [hc.2.2 _ hmem, ha', mul_zero] at hneg
  exact lt_irrefl _ hneg

/-- Let `H` be symmetric with nonpositive off-diagonal entries and connected coupling graph. For
an entrywise nonnegative CI state of energy `E` on a proper subset, some outside determinant
couples to it, and adding that determinant gives a lowest energy strictly below `E`. -/
theorem exists_energy_lowering_determinant {H : Matrix n n ℝ} (hH : H.IsSymm)
    (hoff : ∀ i j, i ≠ j → H i j ≤ 0) (hconn : (couplingGraph H).Connected) {S : Finset n}
    (hS : S ≠ Finset.univ) {E : ℝ} {c : n → ℝ} (hc : IsCIState H S E c)
    (hpos : ∀ i, 0 ≤ c i) :
    ∃ a, a ∉ S ∧ (H *ᵥ c) a < 0 ∧ ∃ E' < E, IsLowestEnergy H (insert a S) E' := by
  obtain ⟨a, ha, hneg⟩ := exists_coupled_determinant hH hoff hconn hS hc hpos
  exact ⟨a, ha, hneg, coupling_lowers_energy hH hc ha hneg.ne⟩

/-- For symmetric `H` with nonpositive off-diagonal entries and connected coupling graph, the lowest
energy of any nonempty proper subset is strictly lowered by adding some single determinant. -/
theorem selectedCI_cannot_stall {H : Matrix n n ℝ} (hH : H.IsSymm)
    (hoff : ∀ i j, i ≠ j → H i j ≤ 0) (hconn : (couplingGraph H).Connected) {S : Finset n}
    (hS : S ≠ Finset.univ) {E : ℝ} (hE : IsLowestEnergy H S E) :
    ∃ a, a ∉ S ∧ ∃ E' < E, IsLowestEnergy H (insert a S) E' := by
  obtain ⟨c, hc⟩ := hE.1
  have hSne : S.Nonempty := by
    by_contra h
    rw [Finset.not_nonempty_iff_eq_empty] at h
    exact hc.1 (funext fun i => hc.2.1 i (by simp [h]))
  obtain ⟨E₀, hE₀, hb⟩ := exists_lowestEnergy hH hSne
  rw [hE₀.unique hE] at hb
  -- removing the signs of the coefficients does not raise the energy
  have habs : (fun i => |c i|) ⬝ᵥ H *ᵥ (fun i => |c i|) ≤ c ⬝ᵥ H *ᵥ c := by
    simp only [dotProduct, Matrix.mulVec, Finset.mul_sum]
    refine Finset.sum_le_sum fun i _ => Finset.sum_le_sum fun j _ => ?_
    by_cases h : i = j
    · subst h
      exact le_of_eq (by linear_combination H i i * abs_mul_abs_self (c i))
    · have h1 : c i * c j ≤ |c i| * |c j| := by
        rw [← abs_mul]; exact le_abs_self _
      nlinarith [mul_nonneg (neg_nonneg.mpr (hoff i j h)) (sub_nonneg.mpr h1)]
  have hnorm : (fun i => |c i|) ⬝ᵥ (fun i => |c i|) = c ⬝ᵥ c := by
    simp only [dotProduct, abs_mul_abs_self]
  have hin : InSpace S (fun i => |c i|) := fun i hi => by simp [hc.2.1 i hi]
  have hstate : IsCIState H S E (fun i => |c i|) := by
    refine ⟨fun h => hc.1 (funext fun i => abs_eq_zero.mp (congrFun h i)), hin,
      stationary hH hin hb (le_antisymm ?_ (hb _ hin))⟩
    rw [hnorm, ← hc.energy]
    exact habs
  obtain ⟨a, ha, -, h⟩ := exists_energy_lowering_determinant hH hoff hconn hS hstate
    (fun i => abs_nonneg (c i))
  exact ⟨a, ha, h⟩

/-- A four-determinant Hamiltonian with off-diagonal entries of both signs. -/
def mixedSignH : Matrix (Fin 4) (Fin 4) ℝ :=
  !![0, -1, 1, 1; -1, 0, -1, -1; 1, -1, 0, -3; 1, -1, -3, 0]

/-- The symmetric matrix `mixedSignH` has a connected coupling graph and a nonnegative CI state of
energy `-1` on the first two determinants. Adding any one determinant leaves the lowest energy at
`-1`, while the lowest energy of the full space is below `-1`. -/
theorem mixedSign_stalls : mixedSignH.IsSymm ∧ (couplingGraph mixedSignH).Connected ∧
    IsCIState mixedSignH {0, 1} (-1) ![1, 1, 0, 0] ∧
    (∀ a, IsLowestEnergy mixedSignH (insert a {0, 1}) (-1)) ∧
    ∃ E' < -1, IsLowestEnergy mixedSignH Finset.univ E' := by
  have hsym : mixedSignH.IsSymm := by
    ext i j
    fin_cases i <;> fin_cases j <;> simp [mixedSignH]
  have hne : (![1, 1, 0, 0] : Fin 4 → ℝ) ≠ 0 := fun h => by
    have h0 := congrFun h 0
    simp at h0
  have hev : ∀ i, (mixedSignH *ᵥ ![1, 1, 0, 0]) i = -1 * (![1, 1, 0, 0] : Fin 4 → ℝ) i := by
    intro i
    fin_cases i <;> simp [mixedSignH, Matrix.mulVec, dotProduct, Fin.sum_univ_four]
  refine ⟨hsym, ?_, ⟨hne, ?_, fun i _ => hev i⟩, fun a => ⟨⟨_, hne, ?_, fun i _ => hev i⟩, ?_⟩, ?_⟩
  · refine { preconnected := fun i j => ?_, nonempty := ⟨0⟩ }
    by_cases h : i = j
    · rw [h]
    · refine SimpleGraph.Adj.reachable ?_
      rw [couplingGraph, SimpleGraph.fromRel_adj]
      refine ⟨h, Or.inl ?_⟩
      fin_cases i <;> fin_cases j <;> simp_all [mixedSignH]
  · intro i hi
    fin_cases i <;> simp_all
  · intro i hi
    fin_cases i <;> simp_all
  · rintro e ⟨c, hc⟩
    -- at most one of the last two determinants is present
    have h23 : c 2 * c 3 = 0 := by
      by_cases h : a = 2
      · rw [hc.2.1 3 (by rw [h]; decide), mul_zero]
      · have h' : (2 : Fin 4) ≠ a := fun q => h q.symm
        rw [hc.2.1 2 (by simp [h']), zero_mul]
    have hq : c ⬝ᵥ mixedSignH *ᵥ c
        = (c 0 - c 1 + c 2 + c 3) ^ 2 - 8 * (c 2 * c 3) - c ⬝ᵥ c := by
      simp [mixedSignH, Matrix.mulVec, dotProduct, Fin.sum_univ_four]
      ring
    rw [hc.energy, h23] at hq
    refine le_of_mul_le_mul_right ?_ (norm_sq_pos hc.1)
    nlinarith [sq_nonneg (c 0 - c 1 + c 2 + c 3)]
  · obtain ⟨E', hE', hb⟩ := exists_lowestEnergy hsym (Finset.univ_nonempty (α := Fin 4))
    refine ⟨E', ?_, hE'⟩
    have h := hb ![0, 0, 1, 1] (fun i hi => absurd (Finset.mem_univ i) hi)
    have h1 : (![0, 0, 1, 1] : Fin 4 → ℝ) ⬝ᵥ ![0, 0, 1, 1] = 2 := by
      simp [dotProduct, Fin.sum_univ_four]
      norm_num
    have h2 : (![0, 0, 1, 1] : Fin 4 → ℝ) ⬝ᵥ mixedSignH *ᵥ ![0, 0, 1, 1] = -6 := by
      simp [mixedSignH, Matrix.mulVec, dotProduct, Fin.sum_univ_four]
      norm_num
    rw [h1, h2] at h
    linarith

end SelectedCI
```

```lean
#print axioms SelectedCI.exists_energy_lowering_determinant
#print axioms SelectedCI.selectedCI_cannot_stall
#print axioms SelectedCI.mixedSign_stalls
```

```
'SelectedCI.exists_energy_lowering_determinant' depends on axioms: [propext, Classical.choice, Quot.sound]
'SelectedCI.selectedCI_cannot_stall' depends on axioms: [propext, Classical.choice, Quot.sound]
'SelectedCI.mixedSign_stalls' depends on axioms: [propext, Classical.choice, Quot.sound]
```
